# A real 2×2 interface matrix conserves every envelope current exactly when its determinant is one

On each side of a semiconductor interface, a one-band envelope function \(\psi\) with effective mass \(m\) is described by the data \(x=(x_0,x_1)=(\psi,\psi'/m)\), which carry the current \(J(x)=\operatorname{Im}(\bar x_0x_1)\) in units with \(\hbar=1\). An interface matrix takes the data \(x\) on the left to the data \(y\) on the right.

In Lean 4 with Mathlib:

```lean
import Mathlib

open Matrix ComplexConjugate

namespace BenDanielDuke

noncomputable section

/-- The probability current (with ħ = 1) carried by the interface data `x = (ψ, ψ'/m)`. -/
def current (x : Fin 2 → ℂ) : ℝ := (conj (x 0) * x 1).im

/-- The derivative `ψ'` of the envelope, recovered from the data `x = (ψ, ψ'/m)` as `m x₁`. -/
def slope (m : ℝ) (x : Fin 2 → ℂ) : ℂ := (m : ℂ) * x 1

/-- An interface matrix conserves current if the data on both sides always carry
the same current. -/
def ConservesCurrent (M : Matrix (Fin 2) (Fin 2) ℂ) : Prop :=
  ∀ x : Fin 2 → ℂ, current (M *ᵥ x) = current x

/-- The interface matrix for continuous `ψ` and `ψ'` between masses `mL` and `mR`,
for `mR ≠ 0`. -/
def slopeMatrix (mL mR : ℝ) : Matrix (Fin 2) (Fin 2) ℝ := !![1, 0; 0, mL / mR]

/-- A real interface matrix multiplies the current by its determinant. -/
theorem current_mulVec (T : Matrix (Fin 2) (Fin 2) ℝ) (x : Fin 2 → ℂ) :
    current (T.map Complex.ofReal *ᵥ x) = T.det * current x := by
  simp only [current, Matrix.mulVec, dotProduct, Fin.sum_univ_two, Matrix.map_apply,
    Matrix.det_fin_two, Complex.mul_im, Complex.mul_re, Complex.add_re, Complex.add_im,
    Complex.conj_re, Complex.conj_im, Complex.ofReal_re, Complex.ofReal_im]
  ring

/-- A real interface matrix conserves the current of all data exactly when its
determinant is one. -/
theorem conservesCurrent_iff_det (T : Matrix (Fin 2) (Fin 2) ℝ) :
    ConservesCurrent (T.map Complex.ofReal) ↔ T.det = 1 := by
  constructor
  · intro h
    -- the data (1, i) carry unit current
    have h1 := h ![1, Complex.I]
    have e : current ![1, Complex.I] = 1 := by simp [current]
    rw [current_mulVec, e] at h1
    linarith
  · intro h x
    rw [current_mulVec, h, one_mul]

/-- A complex factor `u` in front of a real interface matrix multiplies the current by
a further `|u|²`. -/
theorem current_smul_mulVec (u : ℂ) (T : Matrix (Fin 2) (Fin 2) ℝ) (x : Fin 2 → ℂ) :
    current ((u • T.map Complex.ofReal) *ᵥ x) = ‖u‖ ^ 2 * (T.det * current x) := by
  have e : (u • T.map Complex.ofReal) *ᵥ x = u • (T.map Complex.ofReal *ᵥ x) := by
    ext i
    simp only [Matrix.mulVec, dotProduct, Fin.sum_univ_two, Matrix.smul_apply,
      Pi.smul_apply, smul_eq_mul]
    ring
  rw [← current_mulVec, e]
  simp only [current, Pi.smul_apply, smul_eq_mul, Complex.sq_norm, Complex.normSq_apply,
    Complex.mul_im, Complex.mul_re, Complex.conj_re, Complex.conj_im]
  ring

/-- A complex interface matrix conserves the current of all data exactly when it is a
phase factor times a real matrix of determinant one. -/
theorem conservesCurrent_iff_phase (M : Matrix (Fin 2) (Fin 2) ℂ) :
    ConservesCurrent M ↔ ∃ (u : ℂ) (S : Matrix (Fin 2) (Fin 2) ℝ),
      ‖u‖ = 1 ∧ S.det = 1 ∧ M = u • S.map Complex.ofReal := by
  constructor
  · intro h
    -- four test states give the bilinear relations between the entries
    have h1 := h ![1, 0]
    have h2 := h ![0, 1]
    have h3 := h ![1, 1]
    have h4 := h ![1, Complex.I]
    simp [current, Matrix.mulVec, dotProduct, Fin.sum_univ_two] at h1 h2 h3 h4
    have e1 : conj (M 0 0) * M 1 0 = M 0 0 * conj (M 1 0) := by
      apply Complex.ext <;>
        simp only [Complex.mul_re, Complex.mul_im, Complex.conj_re, Complex.conj_im] <;>
        linarith
    have e2 : conj (M 0 1) * M 1 1 = M 0 1 * conj (M 1 1) := by
      apply Complex.ext <;>
        simp only [Complex.mul_re, Complex.mul_im, Complex.conj_re, Complex.conj_im] <;>
        linarith
    have e3 : conj (M 0 0) * M 1 1 - conj (M 1 0) * M 0 1 = 1 := by
      apply Complex.ext <;>
        simp only [Complex.sub_re, Complex.sub_im, Complex.mul_re, Complex.mul_im,
          Complex.conj_re, Complex.conj_im, Complex.one_re, Complex.one_im] <;>
        linarith
    have e4 : M 0 0 * conj (M 1 1) - M 1 0 * conj (M 0 1) = 1 := by
      simpa only [map_sub, map_mul, Complex.conj_conj, map_one] using congrArg conj e3
    -- all entries have the same phase, up to sign
    have key : ∀ i j, M i j = M.det * conj (M i j) := by
      simp only [Fin.forall_fin_two, Matrix.det_fin_two]
      refine ⟨⟨?_, ?_⟩, ?_, ?_⟩
      · linear_combination -(M 0 0) * e3 + M 0 1 * e1
      · linear_combination -(M 0 1) * e4 - M 0 0 * e2
      · linear_combination -(M 1 0) * e3 + M 1 1 * e1
      · linear_combination -(M 1 1) * e4 - M 1 0 * e2
    have hc : conj M.det = conj (M 0 0) * conj (M 1 1) - conj (M 0 1) * conj (M 1 0) := by
      rw [Matrix.det_fin_two, map_sub, map_mul, map_mul]
    have hD : M.det * conj M.det = 1 := by
      rw [hc]
      linear_combination e4 - conj (M 1 1) * key 0 0 + conj (M 0 1) * key 1 0
    -- the common phase is a square root of the determinant
    obtain ⟨u, hu⟩ := IsAlgClosed.exists_pow_nat_eq M.det (n := 2) (by norm_num)
    have hn : ‖u‖ = 1 := by
      have h5 := congrArg norm hD
      rw [norm_mul, RCLike.norm_conj, ← hu, norm_pow, norm_one] at h5
      exact (pow_eq_one_iff_of_nonneg (norm_nonneg u) (by norm_num : (4 : ℕ) ≠ 0)).1
        (by linear_combination h5)
    have uu : u * conj u = 1 := by
      rw [Complex.mul_conj, Complex.normSq_eq_norm_sq, hn]
      norm_num
    obtain ⟨S, hS⟩ : ∃ S : Matrix (Fin 2) (Fin 2) ℝ, M = u • S.map Complex.ofReal := by
      refine ⟨Matrix.of fun i j => (conj u * M i j).re, ?_⟩
      ext i j
      have hr : (((conj u * M i j).re : ℝ) : ℂ) = conj u * M i j := by
        apply Complex.conj_eq_iff_re.1
        rw [map_mul, Complex.conj_conj]
        linear_combination -(conj u) * key i j + conj u * conj (M i j) * hu
          - u * conj (M i j) * uu
      simp only [Matrix.smul_apply, Matrix.map_apply, Matrix.of_apply, smul_eq_mul]
      rw [hr]
      linear_combination -(M i j) * uu
    refine ⟨u, S, hn, ?_, hS⟩
    have h6 := h ![1, Complex.I]
    have e : current ![1, Complex.I] = 1 := by simp [current]
    rw [hS, current_smul_mulVec, e, hn] at h6
    linarith
  · rintro ⟨u, S, hu, hS, rfl⟩ x
    rw [current_smul_mulVec, hu, hS]
    ring

/-- For `mR ≠ 0`, continuity of `ψ` and `ψ'` is the matching rule given by `slopeMatrix`. -/
theorem continuous_iff_slopeMatrix {mL mR : ℝ} (hR : mR ≠ 0) (x y : Fin 2 → ℂ) :
    (y 0 = x 0 ∧ slope mR y = slope mL x) ↔
      y = (slopeMatrix mL mR).map Complex.ofReal *ᵥ x := by
  have hR' : (mR : ℂ) ≠ 0 := by exact_mod_cast hR
  have e0 : ((slopeMatrix mL mR).map Complex.ofReal *ᵥ x) 0 = x 0 := by
    simp [slopeMatrix, Matrix.mulVec, dotProduct, Fin.sum_univ_two]
  have e1 : ((slopeMatrix mL mR).map Complex.ofReal *ᵥ x) 1 = (mL : ℂ) / mR * x 1 := by
    simp [slopeMatrix, Matrix.mulVec, dotProduct, Fin.sum_univ_two]
  constructor
  · rintro ⟨h0, h1⟩
    have h2 : y 1 = (mL : ℂ) / mR * x 1 := by
      unfold slope at h1
      field_simp
      linear_combination h1
    ext i
    fin_cases i
    · exact h0.trans e0.symm
    · exact h2.trans e1.symm
  · rintro rfl
    refine ⟨e0, ?_⟩
    unfold slope
    rw [e1]
    field_simp

/-- For `mR ≠ 0`, continuity of both `ψ` and `ψ'` conserves the current of all data
exactly when the two masses are equal. -/
theorem continuous_slope_conserves_iff {mL mR : ℝ} (hR : mR ≠ 0) :
    (∀ x y : Fin 2 → ℂ, y 0 = x 0 → slope mR y = slope mL x → current y = current x) ↔
      mL = mR := by
  have hdet : (slopeMatrix mL mR).det = mL / mR := by
    simp [slopeMatrix, Matrix.det_fin_two]
  rw [← div_eq_one_iff_eq hR, ← hdet, ← conservesCurrent_iff_det]
  constructor
  · intro h x
    obtain ⟨h0, h1⟩ := (continuous_iff_slopeMatrix (mL := mL) hR x _).2 rfl
    exact h x _ h0 h1
  · intro h x y h0 h1
    rw [(continuous_iff_slopeMatrix hR x y).1 ⟨h0, h1⟩]
    exact h x

/-- If `ψ` and `ψ'` are both continuous, the product of mass and current is the same on
the two sides. -/
theorem mass_mul_current {mL mR : ℝ} {x y : Fin 2 → ℂ} (h0 : y 0 = x 0)
    (h1 : slope mR y = slope mL x) : mR * current y = mL * current x := by
  have a := congrArg Complex.re h1
  have b := congrArg Complex.im h1
  simp only [slope, Complex.mul_re, Complex.mul_im, Complex.ofReal_re,
    Complex.ofReal_im, zero_mul, sub_zero, add_zero] at a b
  simp only [current, h0, Complex.mul_im, Complex.conj_re, Complex.conj_im]
  linear_combination (x 0).re * b - (x 0).im * a

/-- If a real matrix of determinant one matches a wave of unit amplitude and real velocity `vL ≠ 0`,
with reflected amplitude `r`, to a transmitted wave of amplitude `t` and real velocity `vR`, then
`‖r‖ ^ 2 + vR / vL * ‖t‖ ^ 2 = 1`. -/
theorem reflection_add_transmission {T : Matrix (Fin 2) (Fin 2) ℝ} (hT : T.det = 1)
    {vL vR : ℝ} (hv : vL ≠ 0) {r t : ℂ}
    (h : ![t, Complex.I * vR * t] =
      T.map Complex.ofReal *ᵥ ![1 + r, Complex.I * vL * (1 - r)]) :
    ‖r‖ ^ 2 + vR / vL * ‖t‖ ^ 2 = 1 := by
  -- compare the currents on the two sides
  have hc := current_mulVec T ![1 + r, Complex.I * vL * (1 - r)]
  rw [← h, hT] at hc
  simp only [current, Matrix.cons_val_zero, Matrix.cons_val_one, Complex.mul_im,
    Complex.mul_re, Complex.conj_re, Complex.conj_im, Complex.add_re, Complex.add_im,
    Complex.sub_re, Complex.sub_im, Complex.one_re, Complex.one_im, Complex.I_re,
    Complex.I_im, Complex.ofReal_re, Complex.ofReal_im] at hc
  rw [Complex.sq_norm, Complex.sq_norm, Complex.normSq_apply, Complex.normSq_apply]
  field_simp
  linear_combination hc

end

end BenDanielDuke
```

```lean
#print axioms BenDanielDuke.conservesCurrent_iff_det
#print axioms BenDanielDuke.continuous_slope_conserves_iff
#print axioms BenDanielDuke.mass_mul_current
#print axioms BenDanielDuke.reflection_add_transmission
```

```
'BenDanielDuke.conservesCurrent_iff_det' depends on axioms: [propext, Classical.choice, Quot.sound]
'BenDanielDuke.continuous_slope_conserves_iff' depends on axioms: [propext, Classical.choice, Quot.sound]
'BenDanielDuke.mass_mul_current' depends on axioms: [propext, Classical.choice, Quot.sound]
'BenDanielDuke.reflection_add_transmission' depends on axioms: [propext, Classical.choice, Quot.sound]
```

## Matching rules as matrices

Data are vectors of type `Fin 2 → ℂ`, and `T.map Complex.ofReal` is the real matrix \(T\) acting on them. `ConservesCurrent` requires equal currents on the two sides for every \(x\): in a stationary state, the interface neither creates nor absorbs probability. By `conservesCurrent_iff_det`, a real \(T\) does this exactly when \(\det T=1\).

The simplest case is \(T=I\), the BenDaniel–Duke rule that \(\psi\) and \(\psi'/m\) are continuous. The criterion permits this rule but does not single it out, since \(\operatorname{diag}(2,\tfrac12)\) also has determinant one.

Since `slope m x` is \(mx_1=\psi'\), continuity of \(\psi\) and \(\psi'\) reads \(y_0=x_0\) and \(m_Ry_1=m_Lx_1\). For \(m_R\ne0\), `continuous_slope_conserves_iff` says that this rule conserves all currents exactly when \(m_L=m_R\). Masses may be negative.

In one-band effective-mass calculations for heterostructures, the determinant is thus a quick check on a proposed real matching rule, provided that its matrix acts on \((\psi,\psi'/m)\). Written for \((\psi,\psi')\) instead, continuity of \(\psi\) and \(\psi'\) is the identity matrix, whose determinant is one even when the masses differ. The matrix is given, not derived from a Hamiltonian, and coupled bands would need larger data vectors.

## The determinant multiplies the current

Let \(T\) have rows \((a,b)\) and \((c,d)\). Then

\[
\bar y_0y_1=ac|x_0|^2+bd|x_1|^2+ad\,\bar x_0x_1+bc\,x_0\bar x_1 .
\]

The first two terms are real, and \(\operatorname{Im}(x_0\bar x_1)=-J(x)\), so \(J(Tx)=(ad-bc)J(x)\). This is `current_mulVec`, where `simp` splits everything into real and imaginary parts and `ring` compares them. If \(\det T=1\), every current is conserved. Conversely, the data \((1,i)\) have \(J=1\), so conservation forces \(\det T=1\).

Reality of \(T\) matters. The complex matrix \(\operatorname{diag}(i,-i)\) has determinant one, yet it reverses every current.

## Complex matrices: one common phase

`conservesCurrent_iff_phase` replaces the criterion for a complex matrix \(M\): it conserves current exactly when \(M=uS\), with \(|u|=1\), \(S\) real and \(\det S=1\). Such a matrix multiplies currents by \(|u|^2\det S=1\).

For the converse, the data \((1,0)\) and \((0,1)\) show that \(\bar M_{00}M_{10}\) and \(\bar M_{01}M_{11}\) are real (`e1`, `e2`). What remains is \(J(Mx)=\operatorname{Im}(W\bar x_0x_1)\) with \(W=\bar M_{00}M_{11}-\bar M_{10}M_{01}\). The data \((1,1)\) and \((1,i)\) give \(\operatorname{Im}W=0\) and \(\operatorname{Re}W=1\), so \(W=1\) (`e3`).

Write \(D=\det M\). Then

\[
D\bar M_{00}=M_{00}M_{11}\bar M_{00}-M_{01}M_{10}\bar M_{00}=M_{00}W=M_{00},
\]

using \(M_{10}\bar M_{00}=M_{00}\bar M_{10}\). The other entries work alike, so \(M_{ij}=D\bar M_{ij}\) (`key`). Hence

\[
D\bar D=(D\bar M_{00})\bar M_{11}-(D\bar M_{10})\bar M_{01}=M_{00}\bar M_{11}-M_{10}\bar M_{01}=\bar W=1 .
\]

Choose \(u\) with \(u^2=D\), so \(|u|=1\). Each \(\bar uM_{ij}\) equals its own conjugate, because \(u\bar M_{ij}=u\bar D M_{ij}=\bar uM_{ij}\). These real numbers form \(S\), and the data \((1,i)\) give \(\det S=1\). The `linear_combination` steps carry out these substitutions.

## Continuous slopes and unequal masses

For \(m_R\ne0\), continuity of \(\psi\) and \(\psi'\) is the matrix \(\operatorname{diag}(1,m_L/m_R)\), as `continuous_iff_slopeMatrix` shows. Its determinant is one only for equal masses. State by state, `mass_mul_current` gives

\[
m_RJ(y)=\operatorname{Im}(\bar x_0m_Ry_1)=\operatorname{Im}(\bar x_0m_Lx_1)=m_LJ(x).
\]

With unequal masses, every state with \(J(x)\ne0\) therefore violates conservation. A real standing wave carries no current and does not reveal the fault.

## Reflection and transmission

For a plane wave incident on an interface at the origin, with real velocities \(v=k/m\), the data are \(x=(1+r,\,iv_L(1-r))\) and \(y=(t,\,iv_Rt)\). Their currents are \(v_L(1-|r|^2)\) and \(v_R|t|^2\). If a real matrix of determinant one connects them, the currents agree, and dividing by \(v_L\ne0\) gives `reflection_add_transmission`:

\[
|r|^2+\frac{v_R}{v_L}|t|^2=1 .
\]

For positive velocities the two terms are the reflection and transmission probabilities. In the limiting case \(v_R=0\), reflection is total.
